# The kernel of the chirality-J Hamiltonian on pairs of polynomials is the set of pairs (p, 0) with deg p < J

The Hamiltonian here acts on two-component states (p, q) of complex polynomials by H(p, q) = (X^J q, D^J p), where multiplication by X is the raising operator and the derivative D the lowering operator. The theorem `zero_mode_iff` says that H(p, q) = 0 exactly when p has degree below J and q = 0, for every natural number J. States are not normalised, and the zero vector is counted among the solutions. For the forward direction, the proof gets q = 0 from X^J q = 0, and then uses the fact that X^J D^J multiplies the coefficient of X^m in p by m(m−1)…(m−J+1), which is nonzero for m ≥ J, so that coefficient must vanish. The converse is checked component by component.

As first written in Lean, the proof fails:

```lean
import Mathlib

open Polynomial

namespace ZeroModeIff

noncomputable section

/-- The chirality-`J` Hamiltonian `H(p, q) = (X^J q, D^J p)` on two-component polynomials,
with `X` as raising operator and the derivative `D` as lowering operator. -/
def hamiltonian (J : ℕ) : Module.End ℂ (ℂ[X] × ℂ[X]) where
  toFun v := (X ^ J * v.2, derivative^[J] v.1)
  map_add' u v := by
    apply Prod.ext
    · exact mul_add _ _ _
    · exact iterate_map_add derivative J u.1 v.1
  map_smul' c v := by
    apply Prod.ext
    · exact mul_smul_comm _ _ _
    · exact iterate_derivative_smul _ _ _

/-- The operator `X^J D^J` is diagonal on monomials: it multiplies the coefficient of `X^n`
by `n(n-1)...(n-J+1)`. -/
theorem coeff_raise_lower (J n : ℕ) (p : ℂ[X]) :
    (X ^ J * derivative^[J] p).coeff n = (n.descFactorial J : ℂ) * p.coeff n := by
  rw [coeff_X_pow_mul']
  split_ifs with h
  · rw [coeff_iterate_derivative, Nat.sub_add_cancel h, nsmul_eq_mul]
  · rw [Nat.descFactorial_eq_zero_iff_lt.mpr (not_le.mp h)]
    simp

/-- A state has zero energy exactly when its first component has degree below `J` and its
second component vanishes. -/
theorem zero_mode_iff (J : ℕ) (v : ℂ[X] × ℂ[X]) :
    hamiltonian J v = 0 ↔ v.1.degree < J ∧ v.2 = 0 := by
  constructor
  · intro h
    have h1 : X ^ J * v.2 = 0 := congrArg Prod.fst h
    have h2 : derivative^[J] v.1 = 0 := congrArg Prod.snd h
    refine ⟨(degree_lt_iff_coeff_zero _ _).mpr fun m hm => ?_,
      (mul_eq_zero.mp h1).resolve_left (pow_ne_zero J X_ne_zero)⟩
    have h3 := coeff_raise_lower J m v.1
    rw [h2, mul_zero, coeff_zero] at h3
    refine (mul_eq_zero.mp h3.symm).resolve_left ?_
    rw [Nat.cast_ne_zero, Ne, Nat.descFactorial_eq_zero_iff_lt]
    omega
  · rintro ⟨h1, h2⟩
    apply Prod.ext
    · change X ^ J * v.2 = 0
      rw [h2, mul_zero]
    · change derivative^[J] v.1 = 0
      ext m
      rw [coeff_iterate_derivative,
        (degree_lt_iff_coeff_zero _ _).mp h1 (m + J) (Nat.le_add_left J m)]
      simp

end

end ZeroModeIff
```

Messages:

```
Main.lean:45:8: error: Tactic `rewrite` failed: Did not find an occurrence of the pattern
  ↑?m.134 ≠ 0
in the target expression
  ¬↑(m.descFactorial J) = 0

case mp
J : ℕ
v : ℂ[X] × ℂ[X]
h : (hamiltonian J) v = 0
h1 : X ^ J * v.2 = 0
h2 : (⇑derivative)^[J] v.1 = 0
m : ℕ
hm : J ≤ m
h3 : 0 = ↑(m.descFactorial J) * v.1.coeff m
⊢ ¬↑(m.descFactorial J) = 0
```

What went wrong. The error comes at the step showing that the factor m(m−1)…(m−J+1), cast to ℂ, is nonzero. `resolve_left` asks for this as a negated equation, `¬↑(m.descFactorial J) = 0`. The lemma `Nat.cast_ne_zero` is stated with `≠`, so `rw` looks for a term of the form `↑_ ≠ 0`. Although `a ≠ b` unfolds to `¬a = b`, `rw` does not unfold it to find a match here, and the goal contains no written `≠`.

The repair uses `Nat.cast_eq_zero` instead, whose left side is an equation `↑_ = 0`. That equation does occur, inside the negation, and the rewrite removes the cast. `Nat.descFactorial_eq_zero_iff_lt` then turns the goal into `¬m < J`, which `omega` proves from `hm : J ≤ m`. The `Ne` in the old list was there to unfold the `≠` that the first rewrite would have left; with the new lemma no `≠` appears, so it is dropped.

This version goes through:

```diff
@@ -43,5 +43,5 @@
     rw [h2, mul_zero, coeff_zero] at h3
     refine (mul_eq_zero.mp h3.symm).resolve_left ?_
-    rw [Nat.cast_ne_zero, Ne, Nat.descFactorial_eq_zero_iff_lt]
+    rw [Nat.cast_eq_zero, Nat.descFactorial_eq_zero_iff_lt]
     omega
   · rintro ⟨h1, h2⟩
```
